# The squared spin of a spin-1/2 site is 3/4 in units of ħ²

The lemma `dot_self` says that for a spin 1/2 on any site `i`, the scalar product of its spin operator with itself is 3/4 times the identity, with ħ = 1. The sites form an arbitrary set, and a state is any complex function on the up/down configurations, with no normalisation required. The attempt first proves the identity for the 2×2 spin matrices acting on a two-component function, as `key`. It then applies `key` to the amplitudes obtained from a configuration `c` by varying only the spin at `i`, and tries to match the operator expression to the resulting sums term by term.

As first written in Lean, the proof fails:

```lean
import Mathlib

open Equiv Function

namespace DotSelf

noncomputable section

variable {ι X Y A B : Type*} [DecidableEq ι] [Fintype X] [Fintype Y]
  [Fintype A] [Fintype B] [DecidableEq A] [DecidableEq B]

/-- A state of spins 1/2 on the sites `ι`: one amplitude per up/down configuration. -/
abbrev State (ι : Type*) := (ι → Fin 2) → ℂ

/-- The three spin-1/2 matrices, half the Pauli matrices. -/
def halfPauli : Fin 3 → Matrix (Fin 2) (Fin 2) ℂ :=
  ![!![0, 1/2; 1/2, 0], !![0, -Complex.I/2; Complex.I/2, 0], !![1/2, 0; 0, -1/2]]

/-- The component `k` of the spin operator of site `i`. -/
def spin (i : ι) (k : Fin 3) : Module.End ℂ (State ι) where
  toFun ψ c := ∑ t, halfPauli k (c i) t * ψ (update c i t)
  map_add' ψ φ := by
    funext c
    simp only [Pi.add_apply, mul_add, Finset.sum_add_distrib]
  map_smul' r ψ := by
    funext c
    simp only [Pi.smul_apply, smul_eq_mul, RingHom.id_apply, Finset.mul_sum, mul_left_comm]

/-- The scalar product `s_i · s_j` of two site spins. -/
def dot (i j : ι) : Module.End ℂ (State ι) := ∑ k, spin i k * spin j k

/-- The squared spin of a single site is `3/4`. -/
theorem dot_self (i : ι) : dot i i = (3/4 : ℂ) • 1 := by
  have key : ∀ (p : Fin 2) (F : Fin 2 → ℂ),
      ∑ k, ∑ t, halfPauli k p t * ∑ u, halfPauli k t u * F u = 3/4 * F p := by
    intro p F
    fin_cases p <;> simp [halfPauli, Fin.sum_univ_three, Fin.sum_univ_two]
    · linear_combination (-F 0 / 4) * Complex.I_sq
    · linear_combination (-F 1 / 4) * Complex.I_sq
  refine LinearMap.ext fun ψ => funext fun c => ?_
  have e := key (c i) (fun u => ψ (update c i u))
  simp only [update_eq_self] at e
  refine Eq.trans ?_ e
  rw [dot, LinearMap.sum_apply, Finset.sum_apply]
  refine Finset.sum_congr rfl fun k _ => Finset.sum_congr rfl fun t _ => ?_
  change _ * ∑ u, halfPauli k (update c i t i) u * ψ (update (update c i t) i u) = _
  simp only [update_self, update_idem]

end

end DotSelf
```

Messages:

```
Main.lean:45:41: error: Type mismatch
  Finset.sum_congr rfl fun t x => ?m.468
has type
  Finset.sum ?m.465 ?m.462 = Finset.sum ?m.465 ?m.463
but is expected to have type
  (spin i k * spin i k) ψ c = ∑ t, halfPauli k (c i) t * ∑ u, halfPauli k t u * ψ (update c i u)
Main.lean:46:2: error: No goals to be solved
```

After these edits no error is left:

```diff
@@ -43,6 +43,7 @@
   refine Eq.trans ?_ e
   rw [dot, LinearMap.sum_apply, Finset.sum_apply]
-  refine Finset.sum_congr rfl fun k _ => Finset.sum_congr rfl fun t _ => ?_
-  change _ * ∑ u, halfPauli k (update c i t i) u * ψ (update (update c i t) i u) = _
+  refine Finset.sum_congr rfl fun k _ => ?_
+  change ∑ t, halfPauli k (c i) t * ∑ u, halfPauli k (update c i t i) u *
+    ψ (update (update c i t) i u) = _
   simp only [update_self, update_idem]
 
```

What went wrong. The first error is at the second `Finset.sum_congr`, which needs a sum on both sides of the equation. After the first one has fixed the component `k`, the right side is a sum over `t`, but the left is still `(spin i k * spin i k) ψ c`, a product of operators applied to a state. By definition this is also a sum over `t`, but Lean did not unfold it to that form when matching it against a `Finset.sum` with an unknown summand.

The second error, "No goals to be solved", only follows from the first: after the failed `refine`, no goal was left for `change`.

The repair uses `Finset.sum_congr` only for the sum over `k`, where both sides are visibly sums. The new `change` then writes out the whole left side, including the sum over `t`, so Lean has only to check that this explicit expression agrees with the operator product by definition. The unchanged `simp only` simplifies the updated configurations inside the sums, which makes the two sides identical.
